# The largest squared overlap of a string of n up and n down spins with a singlet is 1/(n+1)

The singlet component of a normalised broken-symmetry determinant has norm equal to the square root of the determinant's singlet weight; dividing by that root, when it is nonzero, gives a unit vector. That weight is the largest squared overlap with a unit singlet vector. For 2n singly occupied orthonormal orbitals, n with spin up and n with spin down, it is 1/(n+1).

## Shell sums fix the bound

Let v be a unit singlet vector of the 2n spins, so that S_z v = 0 and S₊v = 0. Let v(A) be its amplitude on the configuration whose up spins occupy the set A, and let A₀ be the set of the n up spins of the string. The condition S_z v = 0 reads (|A| − n) v(A) = 0, so only configurations with n up spins survive. Shell k contains those with k up spins outside A₀; let a_k be the sum of their amplitudes.

Now sum (S₊v)(B) = 0 over all B with n+1 up spins, k+1 of them outside A₀. Such a B arises from shell k by raising one of n−k down spins outside A₀, or from shell k+1 by raising one of k+1 down spins inside A₀. Hence

(n−k) a_k + (k+1) a_{k+1} = 0.

Since a_0 = v(A₀), this gives

a_k = (−1)^k C(n,k) v(A₀).

Shell k has C(n,k)² members, because k up spins leave A₀ and k sites outside receive them. By Cauchy–Schwarz,

C(n,k)² |v(A₀)|² = |a_k|² ≤ C(n,k)² Σ_{A in shell k} |v(A)|².

Cancelling C(n,k)² and summing over k = 0, …, n gives (n+1)|v(A₀)|² ≤ ‖v‖² = 1.

## A singlet that reaches the bound

Put w(A) = (−1)^k / C(n,k) on shell k and zero elsewhere. For B as above,

(S₊w)(B) = (n−k)(−1)^(k+1)/C(n,k+1) + (k+1)(−1)^k/C(n,k) = 0,

because (k+1) C(n,k+1) = (n−k) C(n,k). Each shell contributes 1 to the squared norm, so ‖w‖² = n+1. The unit vector w/√(n+1) has amplitude 1/√(n+1) on A₀.

## Two spins show why S₊v = 0 is needed

For two spins, the string ↑↓ itself satisfies S_z v = 0 and has squared overlap 1 with itself, above 1/2. The S_z condition alone therefore does not give the bound.

## Spin states as amplitudes on sets

In Lean 4 with Mathlib:

```lean
import Mathlib

open Finset

namespace SingletContentOfString

noncomputable section

variable {ι : Type*} [Fintype ι] [DecidableEq ι]
```

The finite type `ι` labels the sites, and a `Finset ι` lists the up spins.

```lean
/-- States of spins one half on the sites `ι`: one complex amplitude for each set of up spins. -/
abbrev SpinState (ι : Type*) := EuclideanSpace ℂ (Finset ι)
```

The operators are given by their action on amplitudes, with ħ = 1.

```lean
/-- The total raising operator `S₊`, which turns each down spin up in turn and adds the results. -/
def raise (v : SpinState ι) : SpinState ι :=
  WithLp.toLp 2 fun B => ∑ i ∈ B, v (B.erase i)

/-- The total `S_z`: each up spin contributes `1/2` and each down spin `-1/2`. -/
def spinZ (v : SpinState ι) : SpinState ι :=
  WithLp.toLp 2 fun A => (∑ i, if i ∈ A then (1 / 2 : ℂ) else -1 / 2) * v A
```

The two conditions below imply total spin zero, since S² = S₋S₊ + S_z(S_z + 1). The zero vector also satisfies them; the final theorem adds the unit norm.

```lean
/-- A singlet vector is annihilated by total `S₊` and total `S_z`. -/
structure IsSinglet (v : SpinState ι) : Prop where
  raise_eq : raise v = 0
  spinZ_eq : spinZ v = 0

/-- The spin string with spin up exactly on the sites of `A`. -/
def spinString (A : Finset ι) : SpinState ι :=
  WithLp.toLp 2 fun B => if B = A then 1 else 0

/-- Shell `k` around the string `A₀`: configurations with as many up spins as `A₀`,
of which `k` lie outside `A₀`. -/
def shell (A₀ : Finset ι) (k : ℕ) : Finset (Finset ι) :=
  univ.filter fun A => A.card = A₀.card ∧ (A \ A₀).card = k
```

The state w is left unnormalised here.

```lean
/-- The state with amplitude `(-1)^k / C(n,k)` on shell `k` around a string with `n` up spins,
and zero elsewhere; the binomial coefficient is nonzero on every shell that has members. -/
def extremalSinglet (A₀ : Finset ι) : SpinState ι :=
  WithLp.toLp 2 fun A => if A.card = A₀.card then
    (-1) ^ (A \ A₀).card / (A₀.card.choose (A \ A₀).card : ℂ) else 0
```

## From the recurrence to the overlap bound

The first lemma gives the S_z selection rule. The second trades the raising operator on the state for the lowering operator on the summation weight.

```lean
/-- `S_z` multiplies each amplitude by the number of up spins minus half the number of sites. -/
theorem spinZ_apply (v : SpinState ι) (A : Finset ι) :
    spinZ v A = ((A.card : ℂ) - (Fintype.card ι : ℂ) / 2) * v A := by
  have h : ∀ i, (if i ∈ A then (1 / 2 : ℂ) else -1 / 2) = (if i ∈ A then 1 else 0) - 1 / 2 := by
    intro i
    split_ifs <;> norm_num
  change (∑ i, if i ∈ A then (1 / 2 : ℂ) else -1 / 2) * v A = _
  congr 1
  simp only [h, sum_sub_distrib]
  simp [div_eq_mul_inv]

/-- Raising a spin in the state is the same as lowering one in the weight `f` it is summed with. -/
theorem sum_raise (f : Finset ι → ℂ) (v : SpinState ι) :
    ∑ B, f B * ∑ i ∈ B, v (B.erase i) = ∑ A, (∑ i ∈ Aᶜ, f (insert i A)) * v A := by
  simp_rw [mul_sum, sum_mul]
  rw [sum_sigma', sum_sigma']
  refine sum_nbij' (fun x => ⟨x.1.erase x.2, x.2⟩) (fun x => ⟨insert x.2 x.1, x.2⟩) ?_ ?_ ?_ ?_ ?_
  · rintro ⟨B, i⟩ _
    simp
  · rintro ⟨A, i⟩ _
    simp
  · rintro ⟨B, i⟩ h
    simp only [mem_sigma, mem_univ, true_and] at h
    simp [insert_erase h]
  · rintro ⟨A, i⟩ h
    simp only [mem_sigma, mem_univ, true_and, mem_compl] at h
    simp [erase_insert h]
  · rintro ⟨B, i⟩ h
    simp only [mem_sigma, mem_univ, true_and] at h
    simp [insert_erase h]
```

Taking the indicator of the chosen B as weight gives the recurrence; the down sites of A are split into those inside and outside A₀.

```lean
/-- If half of the spins are up in `A₀` and `S₊ v = 0`, the amplitude sums over neighbouring
shells are tied by a two-term recurrence. -/
theorem shell_recurrence {A₀ : Finset ι} (hN : Fintype.card ι = 2 * A₀.card)
    {v : SpinState ι} (hv : raise v = 0) (k : ℕ) :
    ((A₀.card : ℂ) - k) * ∑ A ∈ shell A₀ k, v A
      + ((k : ℂ) + 1) * ∑ A ∈ shell A₀ (k + 1), v A = 0 := by
  have h := sum_raise
    (fun B => if B.card = A₀.card + 1 ∧ (B \ A₀).card = k + 1 then (1 : ℂ) else 0) v
  have h0 : ∀ B : Finset ι, ∑ i ∈ B, v (B.erase i) = 0 := fun B => by
    simpa [raise] using congrArg (fun w : SpinState ι => w B) hv
  simp only [h0, mul_zero, sum_const_zero] at h
  refine Eq.trans ?_ h.symm
  simp only [shell, sum_filter, mul_sum]
  rw [← sum_add_distrib]
  refine sum_congr rfl fun A _ => ?_
  -- the extra up spin sits either inside or outside `A₀`
  have hd : Aᶜ = (A₀ \ A) ∪ (A ∪ A₀)ᶜ := by
    ext i
    simp only [mem_compl, mem_union, mem_sdiff]
    tauto
  have hj : Disjoint (A₀ \ A) (A ∪ A₀)ᶜ := by
    rw [disjoint_left]
    intro i
    simp only [mem_compl, mem_union, mem_sdiff]
    tauto
  have hs : (∑ i ∈ Aᶜ, if (insert i A).card = A₀.card + 1 ∧ (insert i A \ A₀).card = k + 1
      then (1 : ℂ) else 0)
      = (A₀ \ A).card * (if A.card = A₀.card ∧ (A \ A₀).card = k + 1 then 1 else 0)
        + ((A ∪ A₀)ᶜ).card * (if A.card = A₀.card ∧ (A \ A₀).card = k then 1 else 0) := by
    rw [hd, sum_union hj]
    congr 1
    · rw [← nsmul_eq_mul, ← sum_const]
      refine sum_congr rfl fun i hi => ?_
      rw [mem_sdiff] at hi
      have e : insert i A \ A₀ = A \ A₀ := by
        ext j
        by_cases hj : j = i <;> simp [hj, hi]
      rw [e, card_insert_of_notMem hi.2]
      simp
    · rw [← nsmul_eq_mul, ← sum_const]
      refine sum_congr rfl fun i hi => ?_
      simp only [mem_compl, mem_union, not_or] at hi
      have e : insert i A \ A₀ = insert i (A \ A₀) := by
        ext j
        by_cases hj : j = i <;> simp [hj, hi]
      rw [e, card_insert_of_notMem hi.1, card_insert_of_notMem (by simp [hi])]
      simp
  rw [hs]
  have c1 : (A₀ \ A).card + A.card = (A₀ ∪ A).card := card_sdiff_add_card ..
  have c2 : (A \ A₀).card + A₀.card = (A ∪ A₀).card := card_sdiff_add_card ..
  have c3 : (A ∪ A₀).card + ((A ∪ A₀)ᶜ).card = Fintype.card ι := card_add_card_compl _
  rw [union_comm] at c1
  have e1 : ((A₀ \ A).card : ℂ) + A.card = (A \ A₀).card + A₀.card := by
    exact_mod_cast c1.trans c2.symm
  have e3 : (((A ∪ A₀)ᶜ).card : ℂ) + (A \ A₀).card = A₀.card := by
    exact_mod_cast (by omega : ((A ∪ A₀)ᶜ).card + (A \ A₀).card = A₀.card)
  split_ifs with p q q
  · omega
  · rw [p.2] at e3
    linear_combination -v A * e3
  · rw [q.1, q.2] at e1
    push_cast at e1
    linear_combination -v A * e1
  · ring
```

Induction on k solves it.

```lean
/-- If half of the spins are up in `A₀` and `S₊ v = 0`, the amplitudes on shell `k` add up to
`(-1)^k C(n,k)` times the amplitude of the string `A₀`, where `n` is its number of up spins. -/
theorem shell_sum {A₀ : Finset ι} (hN : Fintype.card ι = 2 * A₀.card)
    {v : SpinState ι} (hv : raise v = 0) (k : ℕ) :
    ∑ A ∈ shell A₀ k, v A = (-1) ^ k * (A₀.card.choose k : ℂ) * v A₀ := by
  induction k with
  | zero =>
    have h : shell A₀ 0 = {A₀} := by
      ext A
      simp only [shell, mem_filter, mem_univ, true_and, mem_singleton, card_eq_zero,
        sdiff_eq_empty_iff_subset]
      constructor
      · exact fun h => eq_of_subset_of_card_le h.2 h.1.ge
      · rintro rfl
        exact ⟨rfl, Subset.refl _⟩
    simp [h]
  | succ k ih =>
    have hc : (A₀.card.choose (k + 1) : ℂ) * (k + 1) = A₀.card.choose k * (A₀.card - k) := by
      rcases le_or_gt k A₀.card with h | h
      · have := congrArg (Nat.cast : ℕ → ℂ) (Nat.choose_succ_right_eq A₀.card k)
        push_cast [Nat.cast_sub h] at this
        exact this
      · simp [Nat.choose_eq_zero_of_lt h, Nat.choose_eq_zero_of_lt (Nat.lt_succ_of_lt h)]
    have hk : (k : ℂ) + 1 ≠ 0 := Nat.cast_add_one_ne_zero k
    apply mul_left_cancel₀ hk
    linear_combination shell_recurrence hN hv k - ((A₀.card : ℂ) - k) * ih
      + (-1) ^ k * v A₀ * hc
```

For the count, the map A ↦ (A₀ \ A, A \ A₀) is injective, which gives the upper estimate that the bound needs.

```lean
/-- If half of the `2n` spins are up in `A₀`, shell `k` has at most `C(n,k)²` configurations. -/
theorem card_shell_le {A₀ : Finset ι} (hN : Fintype.card ι = 2 * A₀.card) (k : ℕ) :
    (shell A₀ k).card ≤ A₀.card.choose k ^ 2 := by
  have hc : (A₀ᶜ).card = A₀.card := by
    rw [card_compl]
    omega
  have h : (shell A₀ k).card ≤ (powersetCard k A₀ ×ˢ powersetCard k A₀ᶜ).card := by
    -- a configuration is fixed by the up spins it loses and those it gains
    refine card_le_card_of_injOn (fun A => (A₀ \ A, A \ A₀)) ?_ ?_
    · intro A hA
      have hA' : A.card = A₀.card ∧ (A \ A₀).card = k := by simpa [shell] using hA
      have c1 : (A₀ \ A).card + A.card = (A₀ ∪ A).card := card_sdiff_add_card ..
      have c2 : (A \ A₀).card + A₀.card = (A ∪ A₀).card := card_sdiff_add_card ..
      rw [union_comm] at c1
      have hm : (A₀ \ A, A \ A₀) ∈ powersetCard k A₀ ×ˢ powersetCard k A₀ᶜ := by
        rw [mem_product, mem_powersetCard, mem_powersetCard]
        refine ⟨⟨sdiff_subset, by dsimp only; omega⟩, ⟨fun i hi => ?_, hA'.2⟩⟩
        exact mem_compl.2 (mem_sdiff.1 hi).2
      exact hm
    · intro A _ B _ h
      simp only [Prod.mk.injEq] at h
      ext i
      have h1 := Finset.ext_iff.mp h.1 i
      have h2 := Finset.ext_iff.mp h.2 i
      simp only [mem_sdiff] at h1 h2
      tauto
  rwa [card_product, card_powersetCard, card_powersetCard, hc, ← sq] at h

/-- A sum over configurations splits into shells if its terms vanish whenever the number of
up spins differs from that of `A₀`. -/
theorem sum_shells (A₀ : Finset ι) (F : Finset ι → ℝ) (hF : ∀ A, A.card ≠ A₀.card → F A = 0) :
    ∑ A, F A = ∑ k ∈ range (A₀.card + 1), ∑ A ∈ shell A₀ k, F A := by
  simp only [shell, sum_filter]
  rw [sum_comm]
  refine sum_congr rfl fun A _ => ?_
  by_cases h : A.card = A₀.card
  · have hle : (A \ A₀).card ≤ A.card := card_le_card sdiff_subset
    rw [sum_eq_single (A \ A₀).card]
    · simp [h]
    · exact fun b _ hb => if_neg fun q => hb q.2.symm
    · exact fun hn => absurd (mem_range.2 (by omega)) hn
  · simp [h, hF A h]
```

The shell-by-shell Cauchy–Schwarz step is the last `calc` block.

```lean
/-- For a singlet vector of `2n` spins, `n + 1` times the squared amplitude of a string with
`n` up spins is at most the squared norm. -/
theorem overlap_bound {A₀ : Finset ι} (hN : Fintype.card ι = 2 * A₀.card)
    {v : SpinState ι} (hv : IsSinglet v) :
    ((A₀.card : ℝ) + 1) * ‖v A₀‖ ^ 2 ≤ ‖v‖ ^ 2 := by
  have hF : ∀ A : Finset ι, A.card ≠ A₀.card → ‖v A‖ ^ 2 = 0 := by
    intro A hA
    have h : spinZ v A = 0 := by simp [hv.spinZ_eq]
    rw [spinZ_apply, hN] at h
    have hne : (A.card : ℂ) - ((2 * A₀.card : ℕ) : ℂ) / 2 ≠ 0 := by
      intro h0
      apply hA
      push_cast at h0
      have h1 : (A.card : ℂ) = A₀.card := by linear_combination h0
      exact_mod_cast h1
    simp [(mul_eq_zero.mp h).resolve_left hne]
  rw [EuclideanSpace.norm_sq_eq, sum_shells A₀ _ hF]
  calc ((A₀.card : ℝ) + 1) * ‖v A₀‖ ^ 2
      = ∑ _k ∈ range (A₀.card + 1), ‖v A₀‖ ^ 2 := by simp
    _ ≤ _ := sum_le_sum fun k hk => ?_
  have hpos : (0 : ℝ) < (A₀.card.choose k : ℝ) ^ 2 := by
    have : 0 < A₀.card.choose k := Nat.choose_pos (Nat.lt_succ_iff.mp (mem_range.1 hk))
    positivity
  refine le_of_mul_le_mul_left ?_ hpos
  -- Cauchy-Schwarz within one shell
  calc (A₀.card.choose k : ℝ) ^ 2 * ‖v A₀‖ ^ 2 = ‖∑ A ∈ shell A₀ k, v A‖ ^ 2 := by
        rw [shell_sum hN hv.raise_eq]
        simp [mul_pow]
    _ ≤ (∑ A ∈ shell A₀ k, ‖v A‖) ^ 2 := by
        gcongr
        exact norm_sum_le _ _
    _ ≤ (shell A₀ k).card * ∑ A ∈ shell A₀ k, ‖v A‖ ^ 2 := sq_sum_le_card_mul_sum_sq
    _ ≤ (A₀.card.choose k : ℝ) ^ 2 * ∑ A ∈ shell A₀ k, ‖v A‖ ^ 2 := by
        gcongr
        exact_mod_cast card_shell_le hN k
```

## Attainment and the maximum

To check S₊w = 0, the sites of B are split into `B ∩ A₀` and `B \ A₀`.

```lean
/-- If half of the spins are up in `A₀`, the state `extremalSinglet A₀` is annihilated by
total `S₊` and `S_z`. -/
theorem extremalSinglet_isSinglet {A₀ : Finset ι} (hN : Fintype.card ι = 2 * A₀.card) :
    IsSinglet (extremalSinglet A₀) := by
  have happ : ∀ A, extremalSinglet A₀ A = if A.card = A₀.card then
    (-1) ^ (A \ A₀).card / (A₀.card.choose (A \ A₀).card : ℂ) else 0 := fun _ => rfl
  constructor
  · ext B
    change ∑ i ∈ B, extremalSinglet A₀ (B.erase i) = 0
    by_cases hB : B.card = A₀.card + 1
    · have hu : B ∩ A₀ ∪ B \ A₀ = B := by
        ext i
        simp only [mem_union, mem_inter, mem_sdiff]
        tauto
      have hj : Disjoint (B ∩ A₀) (B \ A₀) := by
        rw [disjoint_left]
        intro i
        simp only [mem_inter, mem_sdiff]
        tauto
      have c1 : (B ∩ A₀).card + (B \ A₀).card = B.card := by rw [← card_union_of_disjoint hj, hu]
      have c2 : (B ∩ A₀).card ≤ A₀.card := card_le_card inter_subset_right
      have c3 : (B \ A₀).card + A₀.card = (B ∪ A₀).card := card_sdiff_add_card ..
      have c4 : (B ∪ A₀).card ≤ Fintype.card ι := card_le_univ _
      obtain ⟨k, hk⟩ : ∃ k, (B \ A₀).card = k + 1 := ⟨(B \ A₀).card - 1, by omega⟩
      have s1 : ∀ i ∈ B ∩ A₀, extremalSinglet A₀ (B.erase i)
          = (-1) ^ (k + 1) / (A₀.card.choose (k + 1) : ℂ) := by
        intro i hi
        rw [mem_inter] at hi
        have e : B.erase i \ A₀ = B \ A₀ := by
          ext j
          by_cases hj : j = i <;> simp [hj, hi]
        rw [happ, if_pos (by rw [card_erase_of_mem hi.1]; omega), e, hk]
      have s2 : ∀ i ∈ B \ A₀, extremalSinglet A₀ (B.erase i)
          = (-1) ^ k / (A₀.card.choose k : ℂ) := by
        intro i hi
        have e : B.erase i \ A₀ = (B \ A₀).erase i := by
          ext j
          by_cases hj : j = i <;> simp [hj]
        rw [happ, if_pos (by rw [card_erase_of_mem (mem_sdiff.1 hi).1]; omega), e,
          card_erase_of_mem hi, hk, Nat.add_sub_cancel]
      have hsum : ∑ i ∈ B, extremalSinglet A₀ (B.erase i)
          = ∑ i ∈ B ∩ A₀, extremalSinglet A₀ (B.erase i)
            + ∑ i ∈ B \ A₀, extremalSinglet A₀ (B.erase i) := by
        rw [← sum_union hj, hu]
      have hkn : k + 1 ≤ A₀.card := by omega
      have hc : (A₀.card.choose (k + 1) : ℂ) * (k + 1)
          = A₀.card.choose k * ((B ∩ A₀).card : ℂ) := by
        have hI : (B ∩ A₀).card = A₀.card - k := by omega
        rw [hI]
        exact_mod_cast Nat.choose_succ_right_eq A₀.card k
      have n1 : (A₀.card.choose (k + 1) : ℂ) ≠ 0 := by
        exact_mod_cast (Nat.choose_pos hkn).ne'
      have n2 : (A₀.card.choose k : ℂ) ≠ 0 := by
        exact_mod_cast (Nat.choose_pos (by omega : k ≤ A₀.card)).ne'
      rw [hsum, sum_congr rfl s1, sum_congr rfl s2, sum_const, sum_const, hk, nsmul_eq_mul,
        nsmul_eq_mul, mul_div_assoc', mul_div_assoc', div_add_div _ _ n1 n2, div_eq_zero_iff]
      left
      push_cast
      linear_combination (-1) ^ k * hc
    · refine sum_eq_zero fun i hi => ?_
      have hp : 0 < B.card := card_pos.2 ⟨i, hi⟩
      rw [happ, if_neg (by rw [card_erase_of_mem hi]; omega)]
  · ext A
    rw [spinZ_apply, happ, hN]
    by_cases h : A.card = A₀.card <;> simp [h]
```

Counting gives ‖w‖² ≤ n+1; the reverse inequality is the overlap bound applied to w, whose amplitude on A₀ is 1.

```lean
/-- If half of the `2n` spins are up in `A₀`, the squared norm of `extremalSinglet A₀`
is `n + 1`. -/
theorem extremalSinglet_norm_sq {A₀ : Finset ι} (hN : Fintype.card ι = 2 * A₀.card) :
    ‖extremalSinglet A₀‖ ^ 2 = (A₀.card : ℝ) + 1 := by
  apply le_antisymm
  · rw [EuclideanSpace.norm_sq_eq,
      sum_shells A₀ _ (by intro A h; simp [extremalSinglet, h])]
    calc _ ≤ ∑ _k ∈ range (A₀.card + 1), (1 : ℝ) := sum_le_sum fun k hk => ?_
      _ = (A₀.card : ℝ) + 1 := by simp
    have e : ∀ A ∈ shell A₀ k,
        ‖extremalSinglet A₀ A‖ ^ 2 = 1 / (A₀.card.choose k : ℝ) ^ 2 := by
      intro A hA
      simp only [shell, mem_filter, mem_univ, true_and] at hA
      simp [extremalSinglet, hA.1, hA.2]
    have hpos : (0 : ℝ) < (A₀.card.choose k : ℝ) ^ 2 := by
      have : 0 < A₀.card.choose k := Nat.choose_pos (Nat.lt_succ_iff.mp (mem_range.1 hk))
      positivity
    rw [sum_congr rfl e, sum_const, nsmul_eq_mul, mul_one_div, div_le_one hpos]
    exact_mod_cast card_shell_le hN k
  · -- the lower bound is the overlap bound applied to this very state
    have h1 : extremalSinglet A₀ A₀ = 1 := by simp [extremalSinglet]
    have h := overlap_bound hN (extremalSinglet_isSinglet hN)
    rw [h1] at h
    simpa using h
```

`IsGreatest` says that 1/(n+1) belongs to the set of squared overlaps and bounds it from above. The set A₀ is arbitrary, so site order is irrelevant.

```lean
/-- For `2n` spins one half, the largest squared overlap of a spin string having `n` spins up
with a unit vector annihilated by total `S₊` and `S_z` is `1/(n+1)`, and it is attained. -/
theorem largest_singlet_overlap {n : ℕ} (hN : Fintype.card ι = 2 * n)
    {A₀ : Finset ι} (hA : A₀.card = n) :
    IsGreatest {p : ℝ | ∃ v : SpinState ι, IsSinglet v ∧ ‖v‖ = 1 ∧
      p = ‖inner ℂ v (spinString A₀)‖ ^ 2} (1 / ((n : ℝ) + 1)) := by
  subst hA
  have hin : ∀ v : SpinState ι, ‖inner ℂ v (spinString A₀)‖ = ‖v A₀‖ := by
    intro v
    simp [spinString, PiLp.inner_apply]
  constructor
  · have hw := extremalSinglet_norm_sq hN
    have hs := extremalSinglet_isSinglet hN
    have h1 : extremalSinglet A₀ A₀ = 1 := by simp [extremalSinglet]
    have hne : ‖extremalSinglet A₀‖ ≠ 0 := by
      intro h0
      rw [h0] at hw
      have : (0 : ℝ) < (A₀.card : ℝ) + 1 := by positivity
      linarith
    have hc : ‖((‖extremalSinglet A₀‖ : ℂ))⁻¹‖ = ‖extremalSinglet A₀‖⁻¹ := by
      rw [norm_inv, Complex.norm_real, norm_norm]
    refine ⟨((‖extremalSinglet A₀‖ : ℂ))⁻¹ • extremalSinglet A₀, ⟨?_, ?_⟩, ?_, ?_⟩
    · have hl : ∀ (c : ℂ) (v : SpinState ι), raise (c • v) = c • raise v := by
        intro c v
        ext B
        simp [raise, mul_sum]
      rw [hl, hs.raise_eq, smul_zero]
    · have hl : ∀ (c : ℂ) (v : SpinState ι), spinZ (c • v) = c • spinZ v := by
        intro c v
        ext B
        simp only [spinZ_apply, PiLp.smul_apply, smul_eq_mul]
        ring
      rw [hl, hs.spinZ_eq, smul_zero]
    · rw [norm_smul, hc, inv_mul_cancel₀ hne]
    · rw [hin, PiLp.smul_apply, norm_smul, hc, h1, norm_one, mul_one, inv_pow, hw, one_div]
  · rintro p ⟨v, hv, hn, rfl⟩
    have h := overlap_bound hN hv
    rw [hn] at h
    rw [hin, le_div_iff₀ (by positivity)]
    linarith

end

end SingletContentOfString
```

The step from sites to electrons is the assumption of orthonormal, singly occupied orbitals. In an unrestricted Hartree–Fock determinant the up and down orbitals generally overlap, and the singlet weight then differs.

```lean
#print axioms SingletContentOfString.largest_singlet_overlap
```

```
'SingletContentOfString.largest_singlet_overlap' depends on axioms: [propext, Classical.choice, Quot.sound]
```
